# The Rodrigues matrix of a unit axis is a rotation with trace 1 + 2 cos t

For a unit vector n in ℝ³, let K be the matrix with K v = n × v; then for every real t the matrix R(t) = 1 + sin t K + (1 − cos t) K² satisfies RᵀR = 1, det R = 1, R n = n and tr R = 1 + 2 cos t. If cos t ≠ 1, the only vectors that R(t) leaves unchanged are the multiples of n.

In Lean 4 with Mathlib:

```lean
import Mathlib

open Matrix

namespace RodriguesRotation

noncomputable section

/-- The cross-product matrix `K` of a vector `n` in three-dimensional space. -/
def crossMatrix (n : Fin 3 → ℝ) : Matrix (Fin 3) (Fin 3) ℝ :=
  !![0, -n 2, n 1; n 2, 0, -n 0; -n 1, n 0, 0]

/-- The Rodrigues matrix `1 + sin t K + (1 - cos t) K²` with axis vector `n` and angle `t`. -/
def rodrigues (n : Fin 3 → ℝ) (t : ℝ) : Matrix (Fin 3) (Fin 3) ℝ :=
  1 + Real.sin t • crossMatrix n + (1 - Real.cos t) • crossMatrix n ^ 2

/-- The matrix `K` acts on a vector `v` as the cross product `n × v`. -/
theorem crossMatrix_mulVec (n v : Fin 3 → ℝ) :
    crossMatrix n *ᵥ v = n ⨯₃ v := by
  rw [cross_apply]
  ext i
  fin_cases i <;>
    simp [crossMatrix, Matrix.mulVec, dotProduct, Fin.sum_univ_three] <;> ring

/-- The cube of the cross-product matrix is `-(n·n) K`, for a vector `n` of any length. -/
theorem crossMatrix_cube (n : Fin 3 → ℝ) :
    crossMatrix n ^ 3 = (-(n ⬝ᵥ n)) • crossMatrix n := by
  ext i j
  fin_cases i <;> fin_cases j <;>
    simp [crossMatrix, pow_succ, Matrix.mul_apply, Fin.sum_univ_three, dotProduct,
      -mul_eq_mul_left_iff, -mul_eq_mul_right_iff] <;> ring

/-- The product of two quadratic polynomials in `K` with constant term 1 is again of this form, with
the coefficients given here. -/
theorem quadratic_mul (n : Fin 3 → ℝ) (a b c d : ℝ) :
    (1 + a • crossMatrix n + b • crossMatrix n ^ 2) *
        (1 + c • crossMatrix n + d • crossMatrix n ^ 2) =
      1 + (a + c - (n ⬝ᵥ n) * (a * d + b * c)) • crossMatrix n +
        (b + d + a * c - (n ⬝ᵥ n) * (b * d)) • crossMatrix n ^ 2 := by
  have h11 : crossMatrix n * crossMatrix n = crossMatrix n ^ 2 := (pow_two _).symm
  have h12 : crossMatrix n * crossMatrix n ^ 2 = (-(n ⬝ᵥ n)) • crossMatrix n :=
    (pow_succ' _ 2).symm.trans (crossMatrix_cube n)
  have h21 : crossMatrix n ^ 2 * crossMatrix n = (-(n ⬝ᵥ n)) • crossMatrix n :=
    (pow_succ _ 2).symm.trans (crossMatrix_cube n)
  have h22 : crossMatrix n ^ 2 * crossMatrix n ^ 2 = (-(n ⬝ᵥ n)) • crossMatrix n ^ 2 := by
    calc crossMatrix n ^ 2 * crossMatrix n ^ 2
        = crossMatrix n * (crossMatrix n * crossMatrix n ^ 2) := by
          simp only [pow_two, mul_assoc]
      _ = (-(n ⬝ᵥ n)) • crossMatrix n ^ 2 := by rw [h12, Matrix.mul_smul, h11]
  -- expand, and reduce the third and fourth powers of `K`
  simp only [add_mul, mul_add, one_mul, mul_one, Matrix.smul_mul, Matrix.mul_smul,
    h11, h12, h21, h22]
  module

/-- Transposing a Rodrigues matrix reverses the sign of the angle. -/
theorem rodrigues_transpose (n : Fin 3 → ℝ) (t : ℝ) :
    (rodrigues n t)ᵀ = rodrigues n (-t) := by
  have hK : (crossMatrix n)ᵀ = -crossMatrix n := by
    ext i j
    fin_cases i <;> fin_cases j <;> simp [crossMatrix]
  simp [rodrigues, Matrix.transpose_pow, hK]

/-- For an axis vector of any length, `RᵀR` differs from the identity by
`(1 - n·n) (1 - cos t)² K²`. -/
theorem rodrigues_orthogonality_defect (n : Fin 3 → ℝ) (t : ℝ) :
    (rodrigues n t)ᵀ * rodrigues n t =
      1 + ((1 - n ⬝ᵥ n) * (1 - Real.cos t) ^ 2) • crossMatrix n ^ 2 := by
  have hK : (1 : ℝ) • crossMatrix n ^ 2 =
      (Real.sin t ^ 2 + Real.cos t ^ 2) • crossMatrix n ^ 2 := by
    rw [Real.sin_sq_add_cos_sq]
  rw [rodrigues_transpose]
  unfold rodrigues
  rw [quadratic_mul, Real.sin_neg, Real.cos_neg]
  linear_combination (norm := module) hK

/-- Successive Rodrigues matrices about the same unit axis multiply by adding their angles. -/
theorem rodrigues_add (n : Fin 3 → ℝ) (hn : n ⬝ᵥ n = 1) (s t : ℝ) :
    rodrigues n s * rodrigues n t = rodrigues n (s + t) := by
  unfold rodrigues
  rw [quadratic_mul, hn, Real.sin_add, Real.cos_add]
  module

/-- The Rodrigues matrix leaves its axis vector unchanged. -/
theorem rodrigues_mulVec_axis (n : Fin 3 → ℝ) (t : ℝ) :
    rodrigues n t *ᵥ n = n := by
  have hK : crossMatrix n *ᵥ n = 0 := by rw [crossMatrix_mulVec, cross_self]
  have hK2 : crossMatrix n ^ 2 *ᵥ n = 0 := by
    rw [pow_two, ← Matrix.mulVec_mulVec, hK, Matrix.mulVec_zero]
  simp only [rodrigues, Matrix.add_mulVec, Matrix.smul_mulVec, Matrix.one_mulVec, hK, hK2,
    smul_zero, add_zero]

/-- For a unit vector `n` and any real angle `t`, the Rodrigues matrix is orthogonal, has
determinant one, fixes `n`, and has trace `1 + 2 cos t`. -/
theorem rodrigues_is_rotation (n : Fin 3 → ℝ) (hn : n ⬝ᵥ n = 1) (t : ℝ) :
    (rodrigues n t)ᵀ * rodrigues n t = 1 ∧ (rodrigues n t).det = 1 ∧
      rodrigues n t *ᵥ n = n ∧ (rodrigues n t).trace = 1 + 2 * Real.cos t := by
  have orth : ∀ s, (rodrigues n s)ᵀ * rodrigues n s = 1 := by
    intro s
    rw [rodrigues_orthogonality_defect, hn, sub_self, zero_mul, zero_smul, add_zero]
  refine ⟨orth t, ?_, rodrigues_mulVec_axis n t, ?_⟩
  · -- the matrix is the square of the one with half the angle
    have hd := congrArg Matrix.det (orth (t / 2))
    rw [Matrix.det_mul, Matrix.det_transpose, Matrix.det_one] at hd
    rw [← add_halves t, ← rodrigues_add n hn, Matrix.det_mul]
    exact hd
  · have h1 : (crossMatrix n).trace = 0 := by
      simp [crossMatrix, Matrix.trace_fin_three]
    have h2 : (crossMatrix n ^ 2).trace = -2 * (n ⬝ᵥ n) := by
      simp [crossMatrix, pow_two, Matrix.trace_fin_three, Fin.sum_univ_three, dotProduct]
      ring
    have h3 : (1 : Matrix (Fin 3) (Fin 3) ℝ).trace = 3 := by
      simp [Matrix.trace_one]
    rw [rodrigues, Matrix.trace_add, Matrix.trace_add, Matrix.trace_smul, Matrix.trace_smul,
      h1, h2, h3, hn, smul_eq_mul, smul_eq_mul]
    ring

/-- For a unit axis `n` and an angle with `cos t ≠ 1`, the vectors left unchanged by the
Rodrigues matrix are exactly the multiples of `n`. -/
theorem rodrigues_fixed_iff (n : Fin 3 → ℝ) (hn : n ⬝ᵥ n = 1) (t : ℝ)
    (ht : Real.cos t ≠ 1) (v : Fin 3 → ℝ) :
    rodrigues n t *ᵥ v = v ↔ ∃ a : ℝ, v = a • n := by
  constructor
  · intro h
    have hq : crossMatrix n *ᵥ (crossMatrix n *ᵥ v) = crossMatrix n ^ 2 *ᵥ v := by
      rw [Matrix.mulVec_mulVec, ← pow_two]
    have hK3 : crossMatrix n * crossMatrix n ^ 2 = (-(n ⬝ᵥ n)) • crossMatrix n :=
      (pow_succ' _ 2).symm.trans (crossMatrix_cube n)
    have hr : crossMatrix n *ᵥ (crossMatrix n ^ 2 *ᵥ v) = -(crossMatrix n *ᵥ v) := by
      rw [Matrix.mulVec_mulVec, hK3, hn, Matrix.smul_mulVec, neg_smul, one_smul]
    simp only [rodrigues, Matrix.add_mulVec, Matrix.smul_mulVec, Matrix.one_mulVec] at h
    have h1 : Real.sin t • (crossMatrix n *ᵥ v) +
        (1 - Real.cos t) • (crossMatrix n ^ 2 *ᵥ v) = 0 := by
      linear_combination (norm := module) h
    -- a further cross product with `n` gives a second linear relation
    have h2 := congrArg (fun w => crossMatrix n *ᵥ w) h1
    simp only [Matrix.mulVec_add, Matrix.mulVec_smul, Matrix.mulVec_zero, hq, hr] at h2
    have h3 : (Real.sin t ^ 2 + (1 - Real.cos t) ^ 2) • (crossMatrix n *ᵥ v) = 0 := by
      linear_combination (norm := module) Real.sin t • h1 - (1 - Real.cos t) • h2
    have hpos : 0 < (1 - Real.cos t) ^ 2 := sq_pos_of_ne_zero (sub_ne_zero.mpr ht.symm)
    have hne : Real.sin t ^ 2 + (1 - Real.cos t) ^ 2 ≠ 0 := by positivity
    have h4 : n ⨯₃ v = 0 := by
      rw [← crossMatrix_mulVec]
      exact (smul_eq_zero.mp h3).resolve_left hne
    -- a vector with vanishing cross product with `n` is its own projection on `n`
    rw [cross_apply] at h4
    have e0 : n 1 * v 2 - n 2 * v 1 = 0 := congrFun h4 0
    have e1 : n 2 * v 0 - n 0 * v 2 = 0 := congrFun h4 1
    have e2 : n 0 * v 1 - n 1 * v 0 = 0 := congrFun h4 2
    simp only [dotProduct, Fin.sum_univ_three] at hn
    refine ⟨n 0 * v 0 + n 1 * v 1 + n 2 * v 2, ?_⟩
    funext i
    fin_cases i
    · show v 0 = (n 0 * v 0 + n 1 * v 1 + n 2 * v 2) * n 0
      linear_combination (-v 0) * hn - n 1 * e2 + n 2 * e1
    · show v 1 = (n 0 * v 0 + n 1 * v 1 + n 2 * v 2) * n 1
      linear_combination (-v 1) * hn + n 0 * e2 - n 2 * e0
    · show v 2 = (n 0 * v 0 + n 1 * v 1 + n 2 * v 2) * n 2
      linear_combination (-v 2) * hn - n 0 * e1 + n 1 * e0
  · rintro ⟨a, rfl⟩
    rw [Matrix.mulVec_smul, rodrigues_mulVec_axis]

/-- The difference between a Rodrigues matrix and its transpose is `2 sin t K`. -/
theorem rodrigues_sub_transpose (n : Fin 3 → ℝ) (t : ℝ) :
    rodrigues n t - (rodrigues n t)ᵀ = (2 * Real.sin t) • crossMatrix n := by
  rw [rodrigues_transpose]
  unfold rodrigues
  rw [Real.sin_neg, Real.cos_neg]
  module

end

end RodriguesRotation
```

```lean
#print axioms RodriguesRotation.rodrigues_is_rotation
-- 'RodriguesRotation.rodrigues_is_rotation' depends on axioms: [propext, Classical.choice, Quot.sound]
#print axioms RodriguesRotation.rodrigues_fixed_iff
-- 'RodriguesRotation.rodrigues_fixed_iff' depends on axioms: [propext, Classical.choice, Quot.sound]
#print axioms RodriguesRotation.rodrigues_sub_transpose
-- 'RodriguesRotation.rodrigues_sub_transpose' depends on axioms: [propext, Classical.choice, Quot.sound]
```

## Axis, angle and sense of rotation

A vector is a function `Fin 3 → ℝ` with components 0, 1, 2, and unit length is the hypothesis `n ⬝ᵥ n = 1`. The matrix K is `crossMatrix n`, written out entry by entry; `crossMatrix_mulVec` confirms that it acts as the cross product. `rodrigues n t` is R(t), with t in radians, and it acts on column vectors:

R(t) v = v + sin t (n × v) + (1 − cos t) n × (n × v).

For a unit axis and v perpendicular to n, this is cos t v + sin t (n × v), a right-handed turn of the vector itself, with the coordinate axes held fixed.

The four properties are collected in `rodrigues_is_rotation`. The converse, that every rotation matrix has this form, is not proved.

In molecular simulation, this matrix changes a torsion angle by turning a rigid fragment about a bond, provided that the origin lies on the bond and the bond vector has been normalised.

## Reducing powers of K

Write q = n·n. The double cross product gives

K² v = n (n·v) − q v.

Applying K again removes the first term, since n × n = 0. Hence

K³ = −q K, K⁴ = −q K².

`crossMatrix_cube` checks the first identity entry by entry. Every product of quadratic polynomials in K now reduces to another one; `quadratic_mul` states this for factors with constant term 1:

(1 + aK + bK²)(1 + cK + dK²) = 1 + [a + c − q(ad + bc)] K + [b + d + ac − q bd] K².

In the proofs that use this rule, `module` compares the coefficients of 1, K and K².

## Orthogonality and the length of the axis

Since Kᵀ = −K, transposition reverses the angle: R(t)ᵀ = R(−t). Put u = 1 − cos t. In R(−t)R(t) the coefficient of K cancels, and that of K² is

2u − sin² t − q u² = (1 − q) u²,

because sin² t = 2u − u². Therefore, for an axis of any length,

RᵀR = 1 + (1 − q)(1 − cos t)² K².

This is `rodrigues_orthogonality_defect`. The extra term vanishes for q = 1; if the axis vector is neither zero nor normalised and cos t ≠ 1, the matrix changes the length of every vector not parallel to the axis, and so distorts any fragment that has two atoms separated by such a vector.

## Determinant, axis and trace

For q = 1 the product rule gives these coefficients of K and K² in R(s)R(t):

sin s cos t + cos s sin t = sin(s + t)

1 − cos s cos t + sin s sin t = 1 − cos(s + t).

So R(s)R(t) = R(s + t), which is `rodrigues_add`. In particular R(t) = R(t/2)², and orthogonality at the half angle yields

det R(t) = (det R(t/2))² = det(R(t/2)ᵀR(t/2)) = 1.

The axis is fixed because K n = 0 and K² n = 0. For the trace, tr K = 0 and tr K² = −2q, so with q = 1

tr R = 3 − 2(1 − cos t) = 1 + 2 cos t.

## Which vectors stay fixed

Suppose that R(t) v = v with q = 1. Then

sin t K v + u K² v = 0.

Applying K and using K³ = −K gives

sin t K² v − u K v = 0.

Multiply the first equation by sin t, the second by u, and subtract:

(sin² t + u²) K v = 0.

If cos t ≠ 1, the bracket is positive, so n × v = 0. The formula for K² then gives v = (n·v) n. `rodrigues_fixed_iff` carries out this last step in components with `linear_combination`; the other direction follows from R n = n.

At t = 0 the matrix is the identity and fixes every vector, which is why the angle is restricted.

## Reading the axis from the matrix

Subtracting the transpose leaves R − Rᵀ = 2 sin t K, as `rodrigues_sub_transpose` states. When t is known and sin t ≠ 0, the entries of K, and so the components of n, can be read off. The matrix alone gives n only up to sign, since (n, t) and (−n, −t) yield the same matrix. At t = π the difference vanishes, but the axis can still be found, up to sign, from the fixed vectors.

## The exponential as a definition

Defining the rotation as exp(tK) would make angle addition immediate and give an orthogonal matrix for an axis of any length, with the angle scaled by that length. The Rodrigues formula would then be a theorem to prove for unit n, and the defect caused by a missing normalisation would not appear.
